# For U in SU(2), the rotation character is (tr U)² − 1, and tr U = 0 exactly for twofold rotations

Turn a spin-½ electron through a full circle and its spinor comes back with a minus sign, while its spin vector comes back unchanged. A rotation about a crystal site therefore fixes the electron's 2 × 2 matrix, taken with determinant 1, only up to sign. In double-group tables I find spinor characters ±1 for a threefold rotation and ±√2 for a fourfold one, but a plain 0 for a twofold one. How can a number with an undecided sign determine the ordinary vector character, and does the zero occur for twofold rotations only?

## The sign drops out because the spinor matrix enters twice

The vector character depends on the square of the spinor character, and the zero does single out twofold rotations. Let $U$ be in SU(2), let $U^*$ be its conjugate transpose, and let $\sigma_i$ be the Pauli matrices, with $i=0,1,2$ for the directions $x,y,z$. Define

$$R_{ij}=\tfrac12\operatorname{tr}(\sigma_i U\sigma_j U^*).$$

**The entries are real.** The conjugate of the trace is $\operatorname{tr}(U\sigma_jU^*\sigma_i)$, because the Pauli matrices are Hermitian. Moving $\sigma_i$ to the front gives the original trace.

**Four real parameters describe $U$.** Since $U^*U=1$ and $\det U=1$, the adjoint is the inverse and hence the adjugate. This gives $U_{11}=\overline{U_{00}}$ and $U_{10}=-\overline{U_{01}}$. Writing $U_{00}=a+iz$ and $U_{01}=y+ix$, we get

$$U=a+i\,\mathbf r\cdot\boldsymbol\sigma,\qquad \mathbf r=(x,y,z),\qquad a^2+r^2=1,$$

where $r=|\mathbf r|$ and the last equation is $\det U=1$.

**$R$ is a rotation.** For a real vector $\mathbf v$, the Pauli product rule gives

$$U(\mathbf v\cdot\boldsymbol\sigma)U^*=(R\mathbf v)\cdot\boldsymbol\sigma,\qquad R\mathbf v=(a^2-r^2)\mathbf v+2(\mathbf r\cdot\mathbf v)\mathbf r-2a\,\mathbf r\times\mathbf v.$$

If $\mathbf r=0$, then $a^2=1$ and $R=1$. Otherwise $R$ multiplies $\mathbf r$ by $a^2+r^2=1$. In the plane perpendicular to $\mathbf r$ it acts as a plane rotation with cosine $a^2-r^2$ and sine of size $2|a|r$, whose squares add to $(a^2+r^2)^2=1$. So $R$ is orthogonal with determinant 1.

**Products are respected.** Conjugating $\mathbf v\cdot\boldsymbol\sigma$ first by $V$ and then by $U$ gives $R(UV)=R(U)R(V)$.

**Characters and kernel.** We have $\operatorname{tr}U=2a$, and

$$\operatorname{tr}R=3(a^2-r^2)+2r^2=3a^2-r^2=4a^2-1=(\operatorname{tr}U)^2-1.$$

If $R=1$, its trace is 3, so $a^2=1$, $\mathbf r=0$ and $U=\pm1$. Conversely, both signs give $R=1$.

**The zero.** Suppose $R^2=1$ and $R\neq1$. Then $R^T=R^2R^T=R$. The antisymmetric part of $R$ is the term $-2a\,\mathbf r\times\mathbf v$, so $a\mathbf r=0$. Since $\mathbf r=0$ would give $R=1$, we must have $a=0$. Conversely, $a=0$ makes $R$ symmetric, so $R^2=RR^T=1$, and $\operatorname{tr}R=-1$ excludes the identity.

## What the Lean theorems say

`spinor_to_rotation` states that there is a group homomorphism `φ` from `specialUnitaryGroup (Fin 2) ℂ` to `specialOrthogonalGroup (Fin 3) ℝ` with three properties: its entries are the traces above, its kernel is $\{1,-1\}$, and it obeys the character relation. Here `U.1` is the matrix underlying a group element, and `ᴴ` is the conjugate transpose. `trace_eq_zero_iff_twofold` is the statement about the zero.

The function `rotation` accepts any 2 × 2 complex matrix and takes the real part of the trace; `rotation_real` shows that this discards nothing. For `U` in SU(2) its value is a rotation, as the name says; for a general matrix it need not be. The parameters of `spinMatrix` also carry a sign convention: for the common form $U=e^{-i\theta\,\mathbf n\cdot\boldsymbol\sigma/2}$, with angle $\theta$ and unit axis $\mathbf n$, they are $a=\cos(\theta/2)$ and $\mathbf r=-\mathbf n\sin(\theta/2)$.

The homomorphism is often called the double cover of SO(3). That name also implies that every rotation is reached, which the theorem leaves open. Applying the result to a crystal takes one physical identification: the $R$ that turns the spin vector is the same rotation that turns the atomic positions. With it, the character relation serves as a check on double-group tables used in spin–orbit electronic structure, for a single spin-½ and proper rotations.

```lean
import Mathlib

open Matrix

namespace SpinorRotation

noncomputable section

/-- The three Pauli matrices, indexed by the Cartesian directions x, y, z. -/
def pauli : Fin 3 → Matrix (Fin 2) (Fin 2) ℂ :=
  ![!![0, 1; 1, 0], !![0, -Complex.I; Complex.I, 0], !![1, 0; 0, -1]]

/-- The real 3 × 3 matrix whose entries are the real parts of
`tr(σ_i U σ_j U*) / 2`. -/
def rotation (U : Matrix (Fin 2) (Fin 2) ℂ) : Matrix (Fin 3) (Fin 3) ℝ :=
  Matrix.of fun i j => (trace (pauli i * U * pauli j * Uᴴ)).re / 2

/-- The spinor matrix `a + i (x σ_x + y σ_y + z σ_z)` with real parameters. -/
def spinMatrix (a x y z : ℝ) : Matrix (Fin 2) (Fin 2) ℂ :=
  !![a + z * Complex.I, y + x * Complex.I; -y + x * Complex.I, a - z * Complex.I]

/-- The number `tr(σ_i U σ_j U*) / 2` is real for every 2 × 2 matrix `U`, and it is
the entry `i j` of `rotation U`. -/
theorem rotation_real (U : Matrix (Fin 2) (Fin 2) ℂ) (i j : Fin 3) :
    ((rotation U i j : ℝ) : ℂ) = 1 / 2 * trace (pauli i * U * pauli j * Uᴴ) := by
  have hp : ∀ k, (pauli k)ᴴ = pauli k := by
    intro k
    ext m n
    fin_cases k <;> fin_cases m <;> fin_cases n <;> simp [pauli]
  -- the trace equals its own conjugate, by hermiticity and cyclicity
  have h : star (trace (pauli i * U * pauli j * Uᴴ))
      = trace (pauli i * U * pauli j * Uᴴ) := by
    rw [← trace_conjTranspose]
    simp only [conjTranspose_mul, conjTranspose_conjTranspose, hp]
    rw [← Matrix.mul_assoc, ← Matrix.mul_assoc, trace_mul_comm]
    simp only [Matrix.mul_assoc]
  have h' := Complex.conj_eq_iff_re.mp h
  simp only [rotation, Matrix.of_apply]
  rw [Complex.ofReal_div, h']
  push_cast
  ring

/-- Every matrix in SU(2) has the form `a + i (x σ_x + y σ_y + z σ_z)` with real
parameters on the unit sphere in four dimensions. -/
theorem exists_spinMatrix {U : Matrix (Fin 2) (Fin 2) ℂ}
    (hU : U ∈ specialUnitaryGroup (Fin 2) ℂ) :
    ∃ a x y z : ℝ, a ^ 2 + x ^ 2 + y ^ 2 + z ^ 2 = 1 ∧ U = spinMatrix a x y z := by
  obtain ⟨hu, hdet⟩ := mem_specialUnitaryGroup_iff.mp hU
  have hs : star U * U = 1 := mem_unitaryGroup_iff'.mp hu
  -- the adjoint is the inverse, hence the adjugate
  have h : adjugate U = star U := by
    calc adjugate U = star U * U * adjugate U := by rw [hs, one_mul]
      _ = star U := by rw [mul_assoc, mul_adjugate, hdet, one_smul, mul_one]
  rw [adjugate_fin_two] at h
  have h11 : U 1 1 = star (U 0 0) := congrFun (congrFun h 0) 0
  have h10' : -U 1 0 = star (U 0 1) := congrFun (congrFun h 1) 0
  have h10 : U 1 0 = -star (U 0 1) := by rw [← h10', neg_neg]
  refine ⟨(U 0 0).re, (U 0 1).im, (U 0 1).re, (U 0 0).im, ?_, ?_⟩
  · rw [det_fin_two, h11, h10] at hdet
    have hre := congrArg Complex.re hdet
    simp only [Complex.sub_re, Complex.mul_re, Complex.neg_re, Complex.neg_im,
      Complex.star_def, Complex.conj_re, Complex.conj_im, Complex.one_re] at hre
    linear_combination hre
  · ext i j
    fin_cases i <;> fin_cases j <;> apply Complex.ext <;> simp [spinMatrix, h11, h10]

/-- The matrix `rotation U` for `U = a + i (x σ_x + y σ_y + z σ_z)`, written out in the
four real parameters. -/
theorem rotation_spinMatrix (a x y z : ℝ) : rotation (spinMatrix a x y z) =
    !![a^2 + x^2 - y^2 - z^2, 2 * (x*y + a*z), 2 * (x*z - a*y);
       2 * (x*y - a*z), a^2 - x^2 + y^2 - z^2, 2 * (y*z + a*x);
       2 * (x*z + a*y), 2 * (y*z - a*x), a^2 - x^2 - y^2 + z^2] := by
  ext i j
  fin_cases i <;> fin_cases j <;>
    simp [rotation, spinMatrix, pauli, trace_fin_two, Matrix.mul_apply,
      Fin.sum_univ_succ] <;> ring

/-- For `U` and `V` in SU(2), the matrix of the product `U V` is the product of the
matrices of `U` and `V`. -/
theorem rotation_mul {U V : Matrix (Fin 2) (Fin 2) ℂ}
    (hU : U ∈ specialUnitaryGroup (Fin 2) ℂ) (hV : V ∈ specialUnitaryGroup (Fin 2) ℂ) :
    rotation (U * V) = rotation U * rotation V := by
  obtain ⟨a, x, y, z, -, rfl⟩ := exists_spinMatrix hU
  obtain ⟨b, u, v, w, -, rfl⟩ := exists_spinMatrix hV
  -- the product rule of the Pauli algebra
  have hm : spinMatrix a x y z * spinMatrix b u v w =
      spinMatrix (a*b - x*u - y*v - z*w) (a*u + b*x - (y*w - z*v))
        (a*v + b*y - (z*u - x*w)) (a*w + b*z - (x*v - y*u)) := by
    ext i j
    fin_cases i <;> fin_cases j <;> apply Complex.ext <;>
      simp [spinMatrix, Matrix.mul_apply, Fin.sum_univ_succ] <;> ring
  rw [hm]
  simp only [rotation_spinMatrix]
  ext i j
  fin_cases i <;> fin_cases j <;>
    simp [Matrix.mul_apply, Fin.sum_univ_succ] <;> ring

/-- For `U` in SU(2), the matrix `rotation U` is orthogonal with determinant 1. -/
theorem rotation_mem {U : Matrix (Fin 2) (Fin 2) ℂ}
    (hU : U ∈ specialUnitaryGroup (Fin 2) ℂ) :
    rotation U ∈ specialOrthogonalGroup (Fin 3) ℝ := by
  obtain ⟨a, x, y, z, h, rfl⟩ := exists_spinMatrix hU
  have ho : rotation (spinMatrix a x y z) * (rotation (spinMatrix a x y z))ᵀ =
      ((a^2 + x^2 + y^2 + z^2)^2) • (1 : Matrix (Fin 3) (Fin 3) ℝ) := by
    rw [rotation_spinMatrix]
    ext i j
    fin_cases i <;> fin_cases j <;>
      simp [Matrix.mul_apply, Fin.sum_univ_succ] <;> ring
  have hd : (rotation (spinMatrix a x y z)).det = (a^2 + x^2 + y^2 + z^2)^3 := by
    rw [rotation_spinMatrix]
    simp [det_fin_three]
    ring
  rw [mem_specialOrthogonalGroup_iff, mem_orthogonalGroup_iff, ho, hd, h]
  simp

/-- A matrix `U` in SU(2) gives the identity rotation exactly when `U` is 1 or −1. -/
theorem rotation_eq_one_iff {U : Matrix (Fin 2) (Fin 2) ℂ}
    (hU : U ∈ specialUnitaryGroup (Fin 2) ℂ) : rotation U = 1 ↔ U = 1 ∨ U = -1 := by
  have h1 : spinMatrix 1 0 0 0 = 1 := by
    ext i j
    fin_cases i <;> fin_cases j <;> simp [spinMatrix]
  have h2 : spinMatrix (-1) 0 0 0 = -1 := by
    ext i j
    fin_cases i <;> fin_cases j <;> simp [spinMatrix]
  constructor
  · intro hR
    obtain ⟨a, x, y, z, h, rfl⟩ := exists_spinMatrix hU
    -- the trace 3 leaves no room for a vector part
    have ht := congrArg trace hR
    rw [rotation_spinMatrix, trace_one, trace_fin_three] at ht
    simp at ht
    have hx : x = 0 := by nlinarith [sq_nonneg x, sq_nonneg y, sq_nonneg z]
    have hy : y = 0 := by nlinarith [sq_nonneg x, sq_nonneg y, sq_nonneg z]
    have hz : z = 0 := by nlinarith [sq_nonneg x, sq_nonneg y, sq_nonneg z]
    subst hx hy hz
    have ha : a * a = 1 := by linear_combination h
    rcases mul_self_eq_one_iff.mp ha with rfl | rfl
    · exact Or.inl h1
    · exact Or.inr h2
  · rintro (rfl | rfl)
    · rw [← h1, rotation_spinMatrix]
      ext i j
      fin_cases i <;> fin_cases j <;> simp
    · rw [← h2, rotation_spinMatrix]
      ext i j
      fin_cases i <;> fin_cases j <;> simp

/-- For `U` in SU(2), the vector character is the square of the spinor character
minus one. -/
theorem trace_rotation {U : Matrix (Fin 2) (Fin 2) ℂ}
    (hU : U ∈ specialUnitaryGroup (Fin 2) ℂ) :
    ((trace (rotation U) : ℝ) : ℂ) = trace U ^ 2 - 1 := by
  obtain ⟨a, x, y, z, h, rfl⟩ := exists_spinMatrix hU
  have ht : trace (spinMatrix a x y z) = 2 * a := by
    simp [trace_fin_two, spinMatrix]
    ring
  have hr : trace (rotation (spinMatrix a x y z)) = 4 * a ^ 2 - 1 := by
    rw [rotation_spinMatrix, trace_fin_three]
    simp
    linear_combination -h
  rw [ht, hr]
  push_cast
  ring

/-- The map `U ↦ R` with `R_ij = tr(σ_i U σ_j U*) / 2` is a group homomorphism from SU(2)
to SO(3) with kernel {1, −1}, and it satisfies `tr R = (tr U)² − 1`. -/
theorem spinor_to_rotation :
    ∃ φ : specialUnitaryGroup (Fin 2) ℂ →* specialOrthogonalGroup (Fin 3) ℝ,
      (∀ U i j, ((φ U).1 i j : ℂ) = 1 / 2 * trace (pauli i * U.1 * pauli j * U.1ᴴ)) ∧
      (∀ U, φ U = 1 ↔ U.1 = 1 ∨ U.1 = -1) ∧
      (∀ U, ((trace (φ U).1 : ℝ) : ℂ) = trace U.1 ^ 2 - 1) := by
  refine ⟨{ toFun := fun U => ⟨rotation U.1, rotation_mem U.2⟩
            map_one' := Subtype.ext ((rotation_eq_one_iff (one_mem _)).2 (Or.inl rfl))
            map_mul' := fun U V => Subtype.ext (rotation_mul U.2 V.2) },
    fun U => rotation_real U.1, fun U => ?_, fun U => trace_rotation U.2⟩
  exact Subtype.ext_iff.trans (rotation_eq_one_iff U.2)

/-- For `U` in SU(2), the spinor character vanishes exactly when the rotation is twofold:
its square is the identity and it is not itself the identity. -/
theorem trace_eq_zero_iff_twofold {U : Matrix (Fin 2) (Fin 2) ℂ}
    (hU : U ∈ specialUnitaryGroup (Fin 2) ℂ) :
    trace U = 0 ↔ rotation U * rotation U = 1 ∧ rotation U ≠ 1 := by
  have hO := (mem_orthogonalGroup_iff (Fin 3) ℝ).mp
    (mem_specialOrthogonalGroup_iff.mp (rotation_mem hU)).1
  obtain ⟨a, x, y, z, h, rfl⟩ := exists_spinMatrix hU
  have ht : trace (spinMatrix a x y z) = 2 * a := by
    simp [trace_fin_two, spinMatrix]
    ring
  constructor
  · intro h0
    have ha : a = 0 := by simpa [ht] using h0
    subst ha
    -- without a scalar part the rotation matrix is symmetric
    have hs : (rotation (spinMatrix 0 x y z))ᵀ = rotation (spinMatrix 0 x y z) := by
      rw [rotation_spinMatrix]
      ext i j
      fin_cases i <;> fin_cases j <;> simp
    refine ⟨by rwa [hs] at hO, fun h1 => ?_⟩
    have hc := trace_rotation hU
    rw [h1, h0, trace_one] at hc
    norm_num at hc
  · rintro ⟨hR, hne⟩
    have hs : (rotation (spinMatrix a x y z))ᵀ = rotation (spinMatrix a x y z) := by
      calc _ = rotation (spinMatrix a x y z) * rotation (spinMatrix a x y z) *
            (rotation (spinMatrix a x y z))ᵀ := by rw [hR, one_mul]
        _ = _ := by rw [mul_assoc, hO, mul_one]
    rw [rotation_spinMatrix] at hs hne
    have e1 : 2 * (x*y - a*z) = 2 * (x*y + a*z) := congrFun (congrFun hs 0) 1
    have e2 : 2 * (x*z + a*y) = 2 * (x*z - a*y) := congrFun (congrFun hs 0) 2
    have e3 : 2 * (y*z - a*x) = 2 * (y*z + a*x) := congrFun (congrFun hs 1) 2
    by_contra h0
    have ha : a ≠ 0 := fun h' => h0 (by rw [ht, h']; simp)
    -- a scalar part would force the vector part to vanish
    have hz : z = 0 := (mul_eq_zero.mp (by linarith : a * z = 0)).resolve_left ha
    have hy : y = 0 := (mul_eq_zero.mp (by linarith : a * y = 0)).resolve_left ha
    have hx : x = 0 := (mul_eq_zero.mp (by linarith : a * x = 0)).resolve_left ha
    subst hx hy hz
    have ha2 : a ^ 2 = 1 := by linear_combination h
    apply hne
    ext i j
    fin_cases i <;> fin_cases j <;> simp [ha2]

end

end SpinorRotation
```

```lean
#print axioms SpinorRotation.spinor_to_rotation
#print axioms SpinorRotation.trace_eq_zero_iff_twofold
```

```
'SpinorRotation.spinor_to_rotation' depends on axioms: [propext, Classical.choice, Quot.sound]
'SpinorRotation.trace_eq_zero_iff_twofold' depends on axioms: [propext, Classical.choice, Quot.sound]
```

## From the parameters to the group statements

`rotation_real` proves that the trace equals its own conjugate, using hermiticity (`hp`) and `trace_mul_comm`. `exists_spinMatrix` identifies the adjugate with the adjoint, reads off the relations between the entries, and obtains the unit-sphere condition from the real part of the determinant.

`rotation_spinMatrix` writes out the nine entries of $R$. `fin_cases` separates them, `simp` expands the traces, and `ring` compares the polynomials. This formula holds for all real parameters, normalised or not.

The later lemmas work from that matrix. `rotation_mul` differs from the conjugation argument above: it first multiplies two spinor matrices in parameter form (`hm`), then compares the resulting 3 × 3 matrices entry by entry. `rotation_mem` also replaces the geometric argument by algebra. It finds $RR^T=(a^2+r^2)^2\,1$ and $\det R=(a^2+r^2)^3$, then inserts the normalisation.

`rotation_eq_one_iff` uses the trace as in the derivation, with `nlinarith` concluding that $x$, $y$ and $z$ vanish. `trace_rotation` computes both characters in terms of $a$, and `spinor_to_rotation` assembles these results into the homomorphism.

In `trace_eq_zero_iff_twofold`, the `calc` block is the chain $R^T=R^2R^T=R$. Equations `e1`, `e2` and `e3` compare opposite off-diagonal entries and give $az=ay=ax=0$. If $a$ were nonzero, the vector part would vanish and $R$ would be the identity, against the hypothesis. In the other direction, $R=1$ together with $\operatorname{tr}U=0$ would turn the character relation into $3=-1$.
